# Néel's ferrimagnetic hyperbola for two sublattices coupled only to each other

A ferrimagnet is heated until its order is lost, and its magnetisation is then measured in a field. Plotted against temperature, the inverse susceptibility of an ordinary paramagnet is a straight line, but that of a ferrimagnet bends down towards the ordering temperature. Which property of the two sublattices causes the bend?

Let the sublattices have Curie constants $a,b>0$ and magnetisations $M,N$ along the field $h$, and let $g>0$ be the strength of their antiferromagnetic coupling. In mean-field theory, if they have no internal couplings and respond linearly, then above $T_c=g\sqrt{ab}$ and for $h\neq0$

$$\frac{h}{M+N}=\frac{T+t}{C}-\frac{g^2ab(a-b)^2}{C^3(T-t)},\qquad C=a+b,\quad t=\frac{2gab}{C}.$$

The curve is straight over the whole range $T>T_c$ exactly when $a=b$. When exchange constants from an electronic-structure calculation are put into this linear mean-field model, the formula shows how far the high-temperature line misses the curve near ordering.

```lean
import Mathlib

open Real

namespace NeelFerrimagnet

noncomputable section
```

## A linear molecular field from the other sublattice

Each sublattice obeys a Curie law in the applied field minus $g$ times the magnetisation of the other:

$$TM=a(h-gN),\qquad TN=b(h-gM).$$

The predicate `MolecularField` states these two equations for real numbers. Physical constants are absorbed into the units. Saturation, fluctuations and anisotropy are left out, so the model says nothing about the size of the spontaneous magnetisation below $T_c$. The susceptibility is not defined by a formula: the theorems concern the ratio `h / (M + N)` for magnetisations that satisfy the equations.

```lean
/-- The molecular-field equations of two sublattices with Curie constants `a`, `b`, magnetisations
`M`, `N` and antiferromagnetic coupling `g`, at temperature `T` in the field `h`. -/
def MolecularField (a b g T h M N : ℝ) : Prop :=
  T * M = a * (h - g * N) ∧ T * N = b * (h - g * M)
```

By hand, multiply the first equation by $T$ and replace $TN$ using the second, then do the same with the roles exchanged:

$$(T^2-g^2ab)M=ah(T-gb),\qquad (T^2-g^2ab)N=bh(T-ga).$$

Adding the two gives

$$(M+N)(T^2-g^2ab)=h(CT-2gab)=hC(T-t).$$

## Positive Curie constants and a positive coupling

A positive Curie constant means that the sublattice carries moments, and $g>0$ means that the coupling favours antiparallel alignment. The two characteristic temperatures are named first.

```lean
/-- The ordering temperature `g √(ab)`, for `a b ≥ 0`. -/
def curieTemp (a b g : ℝ) : ℝ := g * √(a * b)

/-- The temperature `2gab/(a+b)`, for `a + b ≠ 0`. For positive `a`, `b`, `g` with `a ≠ b` it is the
pole of the hyperbola. -/
def poleTemp (a b g : ℝ) : ℝ := 2 * g * a * b / (a + b)
```

Since $ab\ge0$, the determinant factorises as $T^2-g^2ab=(T-T_c)(T+T_c)$.

```lean
/-- The determinant of the molecular-field equations factorises, for every `T`, with the roots
`curieTemp a b g` and `-curieTemp a b g`. -/
theorem det_factor {a b : ℝ} (g T : ℝ) (hab : 0 ≤ a * b) :
    T ^ 2 - g ^ 2 * (a * b) = (T - curieTemp a b g) * (T + curieTemp a b g) := by
  have hs : √(a * b) * √(a * b) = a * b := Real.mul_self_sqrt hab
  unfold curieTemp
  linear_combination g ^ 2 * hs
```

In zero field the eliminated equations read $(T^2-g^2ab)M=0$ and $(T^2-g^2ab)N=0$. A non-zero solution of these linear equations therefore requires $T=T_c$ among positive temperatures; the ordered state below $T_c$ is limited by saturation and lies outside the model. Conversely, at $T_c$ the pair $M=T$, $N=-bg$ solves the equations. `spontaneous_iff` proves both directions, which justifies calling $T_c$ the ordering temperature of this model.

```lean
/-- Among positive temperatures, `curieTemp a b g` is the only one at which the linear
molecular-field equations have a non-zero solution in zero field. -/
theorem spontaneous_iff {a b g T : ℝ} (ha : 0 < a) (hb : 0 < b) (hg : 0 < g) (hT : 0 < T) :
    (∃ M N, (M ≠ 0 ∨ N ≠ 0) ∧ MolecularField a b g T 0 M N) ↔ T = curieTemp a b g := by
  have hf := det_factor g T (mul_pos ha hb).le
  have hc : 0 < curieTemp a b g := mul_pos hg (Real.sqrt_pos.mpr (mul_pos ha hb))
  constructor
  · rintro ⟨M, N, hne, h1, h2⟩
    have hM : (T ^ 2 - g ^ 2 * (a * b)) * M = 0 := by
      linear_combination T * h1 - a * g * h2
    have hN : (T ^ 2 - g ^ 2 * (a * b)) * N = 0 := by
      linear_combination T * h2 - b * g * h1
    -- a non-zero magnetisation forces the determinant to vanish
    have hD : T ^ 2 - g ^ 2 * (a * b) = 0 := by
      rcases hne with h | h
      · exact (mul_eq_zero.mp hM).resolve_right h
      · exact (mul_eq_zero.mp hN).resolve_right h
    rw [hf] at hD
    rcases mul_eq_zero.mp hD with h | h <;> linarith
  · intro h
    have hD : T ^ 2 - g ^ 2 * (a * b) = 0 := by
      rw [hf, h, sub_self, zero_mul]
    refine ⟨T, -(b * g), Or.inl hT.ne', ?_, ?_⟩
    · linear_combination hD
    · ring
```

Positivity also locates the pole. From $\sqrt{ab}\le C/2$ it follows that

$$t=g\sqrt{ab}\,\frac{2\sqrt{ab}}{C}\le g\sqrt{ab}=T_c.$$

The `calc` block in the next proof is this estimate multiplied by $C$.

```lean
/-- For positive `a`, `b`, `g`, the temperature `poleTemp` never lies above the ordering
temperature. -/
theorem poleTemp_le_curieTemp {a b g : ℝ} (ha : 0 < a) (hb : 0 < b) (hg : 0 < g) :
    poleTemp a b g ≤ curieTemp a b g := by
  have hs : √(a * b) * √(a * b) = a * b := Real.mul_self_sqrt (mul_pos ha hb).le
  -- geometric mean below arithmetic mean
  have hm : √(a * b) ≤ (a + b) / 2 :=
    Real.sqrt_le_iff.mpr ⟨by positivity, by nlinarith [sq_nonneg (a - b)]⟩
  unfold poleTemp curieTemp
  rw [div_le_iff₀ (add_pos ha hb)]
  calc 2 * g * a * b = g * √(a * b) * (2 * √(a * b)) := by linear_combination (-2 * g) * hs
    _ ≤ g * √(a * b) * (a + b) :=
        mul_le_mul_of_nonneg_left (by linarith) (by positivity)
```

The criterion for straightness fails when the coupling or one of the Curie constants is zero. If $g=0$, the sublattices are independent and the ratio is $T/(a+b)$, a straight line even for $a\neq b$. If $b=0$ and $a>0$, the second sublattice is non-magnetic and the ratio is $T/a$, again straight.

## A temperature above the ordering point

For $T>T_c$ both factors of the determinant are positive, so the eliminated equations can be divided by it. `molecularField_iff` states that the resulting closed forms are equivalent to the original equations: a solution exists and is unique. Its forward direction is the elimination above. In the reverse direction, `mul_right_cancel₀` cancels the non-zero determinant.

```lean
/-- Above the ordering temperature the molecular-field equations have exactly one solution, given
here in closed form. -/
theorem molecularField_iff {a b g T : ℝ} (h M N : ℝ) (ha : 0 < a) (hb : 0 < b) (hg : 0 < g)
    (hT : curieTemp a b g < T) :
    MolecularField a b g T h M N ↔
      M = a * h * (T - g * b) / (T ^ 2 - g ^ 2 * (a * b)) ∧
      N = b * h * (T - g * a) / (T ^ 2 - g ^ 2 * (a * b)) := by
  have hc : 0 < curieTemp a b g := mul_pos hg (Real.sqrt_pos.mpr (mul_pos ha hb))
  have hD : T ^ 2 - g ^ 2 * (a * b) ≠ 0 := by
    rw [det_factor g T (mul_pos ha hb).le]
    exact (mul_pos (by linarith) (by linarith)).ne'
  rw [eq_div_iff hD, eq_div_iff hD]
  constructor
  · rintro ⟨h1, h2⟩
    exact ⟨by linear_combination T * h1 - a * g * h2, by linear_combination T * h2 - b * g * h1⟩
  · rintro ⟨hM, hN⟩
    exact ⟨mul_right_cancel₀ hD (by linear_combination T * hM + a * g * hN),
      mul_right_cancel₀ hD (by linear_combination T * hN + b * g * hM)⟩
```

The same hypothesis gives $T>t$, which permits division by $T-t$. Take $a=1$, $b=3$, $g=2$, so that $t=3$ and $T_c=2\sqrt3$. At $T=3$, below $T_c$, the linear equations still have the solution $M=h$, $N=-h$, which does not describe the ordered state. Its total magnetisation vanishes in a non-zero field, so the ratio $h/(M+N)$ is undefined.

## No coupling inside a sublattice

The absence of internal couplings is a restriction on the material, since neighbouring moments on one sublattice may interact as well. Let $p$ and $q$ be such couplings, which add $pM$ and $qN$ to the respective fields. The same elimination gives

$$(M+N)\big[(T-ap)(T-bq)-g^2ab\big]=hC(T-t),\qquad tC=ab(p+q+2g).$$

Dividing the bracket by $T-t$ leaves the quotient $T+t-ap-bq$ and the remainder $(t-ap)(t-bq)-g^2ab$. Inserting

$$t-ap=\frac{a(bq-ap+2bg)}{C},\qquad t-bq=\frac{b(ap-bq+2ag)}{C}$$

turns the remainder into

$$-\frac{ab\,[a(p+g)-b(q+g)]^2}{C^2}.$$

Division by $C(T-t)$ then gives the general hyperbola.

In the proof, `hsum` is the eliminated equation and `hS` shows that $M+N\neq0$. After the fractions are cleared, `linear_combination` checks the polynomial division, with `ht` supplying the value of $t$. This theorem assumes $T\neq t$ in place of $T>T_c$ and puts no sign condition on $g$, $p$ or $q$. It does not determine the ordering temperature in the presence of internal couplings.

```lean
/-- With internal couplings `p` and `q`, the inverse susceptibility at `T ≠ t` is a linear term in
`T` minus a multiple of `1 / (T - t)`; the multiple may be zero. -/
theorem hyperbola_with_internal_coupling {a b g p q t T h M N : ℝ} (ha : 0 < a) (hb : 0 < b)
    (ht : t * (a + b) = a * b * (p + q + 2 * g)) (hT : T ≠ t) (hh : h ≠ 0)
    (h1 : T * M = a * (h + p * M - g * N)) (h2 : T * N = b * (h - g * M + q * N)) :
    h / (M + N) = (T + t - a * p - b * q) / (a + b)
      - a * b * (a * (p + g) - b * (q + g)) ^ 2 / ((a + b) ^ 3 * (T - t)) := by
  have hC : a + b ≠ 0 := (add_pos ha hb).ne'
  have hu : T - t ≠ 0 := sub_ne_zero.mpr hT
  -- the total magnetisation, by elimination
  have hsum : (M + N) * ((T - a * p) * (T - b * q) - g ^ 2 * (a * b))
      = h * ((a + b) * (T - t)) := by
    linear_combination (T - b * q - b * g) * h1 + (T - a * p - a * g) * h2 + h * ht
  have hS : M + N ≠ 0 := by
    intro h0
    rw [h0, zero_mul] at hsum
    exact mul_ne_zero hh (mul_ne_zero hC hu) hsum.symm
  have h3 : (a + b) ^ 3 * (T - t) ≠ 0 := mul_ne_zero (pow_ne_zero 3 hC) hu
  rw [div_sub_div _ _ hC h3, div_eq_div_iff hS (mul_ne_zero hC h3)]
  linear_combination (-(a + b) ^ 3) * hsum + (a + b) * (M + N) *
    (t * (a + b) + a * b * (p + q + 2 * g) - (a * p + b * q) * (a + b)) * ht
```

With internal couplings, equal Curie constants are no longer the condition for a straight line. For $a=1$, $b=2$, $g=1$, $p=1$, $q=0$ the square vanishes and $t=2$, so the ratio is $(T+1)/3$ for every $T>2$ although $a\neq b$. The determinant is here $(T-2)(T+1)$, so $T>2$ is the whole range above the ordering temperature.

## A non-zero field

The field is the probe, and the ratio $h/(M+N)$ needs a response to measure. By hand, $h\neq0$ is used when the equation for $M+N$ is turned into one for the ratio: for $T\neq t$ its right-hand side is non-zero, hence so is $M+N$. The proof uses it in the same place, in `hS`.

`neel_hyperbola` says that every solution above $T_c$ in a non-zero field has the ratio displayed at the start. Its proof sets $p=q=0$ in the general theorem, where the square becomes $g^2(a-b)^2$, and obtains $T\neq t$ from $t\le T_c<T$.

```lean
/-- Néel's ferrimagnetic hyperbola without internal couplings: the inverse susceptibility above the
ordering temperature is a linear term in `T` minus a multiple of `1 / (T - poleTemp a b g)`, which
is zero for `a = b`. -/
theorem neel_hyperbola {a b g T h M N : ℝ} (ha : 0 < a) (hb : 0 < b) (hg : 0 < g)
    (hT : curieTemp a b g < T) (hh : h ≠ 0) (hMN : MolecularField a b g T h M N) :
    h / (M + N) = (T + poleTemp a b g) / (a + b)
      - g ^ 2 * a * b * (a - b) ^ 2 / ((a + b) ^ 3 * (T - poleTemp a b g)) := by
  have ht : 2 * g * a * b = poleTemp a b g * (a + b) :=
    (div_eq_iff (add_pos ha hb).ne').mp rfl
  have hne : T ≠ poleTemp a b g := ((poleTemp_le_curieTemp ha hb hg).trans_lt hT).ne'
  rw [hyperbola_with_internal_coupling (g := g) (p := 0) (q := 0) (t := poleTemp a b g)
    (M := M) (N := N) ha hb
    (by linear_combination -ht) hne hh
    (by linear_combination hMN.1) (by linear_combination hMN.2)]
  ring
```

For $a=1$, $b=3$, $g=2$, $T=4$ and $h=1$, the solution is $M=-\tfrac12$, $N=\tfrac32$, and both sides equal $1$. With $h=0$ both magnetisations vanish and the left side becomes $0/0$, which Lean evaluates to $0$, while the right side is still $1$.

## Straightness over the whole paramagnetic range

Straightness is a claim about all $T>T_c$, with one slope $m$ and one offset $c$ for every temperature and every non-zero field. Suppose such a line exists. Equating it with the hyperbola and multiplying by $T-t$ gives

$$(\alpha T+\beta)(T-t)=\kappa,$$

$$\alpha=\frac1C-m,\qquad \beta=\frac tC-c,\qquad \kappa=\frac{g^2ab(a-b)^2}{C^3}.$$

Evaluate the left side at three temperatures spaced by one unit. The second difference is $2\alpha$, and it vanishes because $\kappa$ is constant. The first difference is then $\beta$, so $\beta=0$ and hence $\kappa=0$. `residue_eq_zero` follows these steps with `k1`, `k2` and `k3` at $x_0+1$, $x_0+2$ and $x_0+3$.

```lean
/-- A hyperbola that coincides with a straight line at all `x` above some `x₀` has zero residue. -/
theorem residue_eq_zero {α β t κ x₀ : ℝ}
    (H : ∀ x, x₀ < x → (α * x + β) * (x - t) = κ) : κ = 0 := by
  have k1 := H (x₀ + 1) (by linarith)
  have k2 := H (x₀ + 2) (by linarith)
  have k3 := H (x₀ + 3) (by linarith)
  -- second and first differences remove the slope and the offset
  have hα : α = 0 := by linear_combination (k1 - 2 * k2 + k3) / 2
  have hβ : β = 0 := by linear_combination k2 - k1 - (2 * x₀ + 3 - t) * hα
  rw [← k1, hα, hβ]
  ring
```

Since $g$, $a$ and $b$ are positive, $\kappa=0$ forces $a=b$. In `straight_iff`, the closed-form solution in unit field supplies the magnetisations on which line and hyperbola are compared. Conversely, for $a=b$ the pole term vanishes and the ratio is $(T+ga)/(2a)$, the line of an antiferromagnet with two equal sublattices.

```lean
/-- The inverse susceptibility is a straight line in `T` throughout the range above the ordering
temperature exactly when the two Curie constants are equal. -/
theorem straight_iff {a b g : ℝ} (ha : 0 < a) (hb : 0 < b) (hg : 0 < g) :
    (∃ m c : ℝ, ∀ T h M N, curieTemp a b g < T → h ≠ 0 → MolecularField a b g T h M N →
      h / (M + N) = m * T + c) ↔ a = b := by
  constructor
  · rintro ⟨m, c, H⟩
    have hκ : g ^ 2 * a * b * (a - b) ^ 2 / (a + b) ^ 3 = 0 := by
      apply residue_eq_zero (α := 1 / (a + b) - m) (β := poleTemp a b g / (a + b) - c)
        (t := poleTemp a b g) (x₀ := curieTemp a b g)
      intro T hT
      -- compare line and hyperbola on the solution in unit field
      have sol := (molecularField_iff 1 _ _ ha hb hg hT).mpr ⟨rfl, rfl⟩
      have e := H T 1 _ _ hT one_ne_zero sol
      rw [neel_hyperbola ha hb hg hT one_ne_zero sol, ← div_div] at e
      have hu : T - poleTemp a b g ≠ 0 :=
        (sub_pos.mpr ((poleTemp_le_curieTemp ha hb hg).trans_lt hT)).ne'
      have r := (div_eq_iff (a := g ^ 2 * a * b * (a - b) ^ 2 / (a + b) ^ 3) hu).mp rfl
      linear_combination (T - poleTemp a b g) * e - r
    by_contra hab
    have hsq : 0 < (a - b) ^ 2 :=
      lt_of_le_of_ne (sq_nonneg _) (pow_ne_zero 2 (sub_ne_zero.mpr hab)).symm
    exact (div_pos (mul_pos (by positivity) hsq) (by positivity)).ne' hκ
  · rintro rfl
    refine ⟨1 / (a + a), poleTemp a a g / (a + a), fun T h M N hT hh hMN => ?_⟩
    rw [neel_hyperbola ha hb hg hT hh hMN]
    ring

end

end NeelFerrimagnet
```

Agreement at only two temperatures would not suffice, because a line passes through any two points of the curve, whatever $a$ and $b$ are.

```lean
#print axioms NeelFerrimagnet.spontaneous_iff
#print axioms NeelFerrimagnet.neel_hyperbola
#print axioms NeelFerrimagnet.straight_iff
```

```
'NeelFerrimagnet.spontaneous_iff' depends on axioms: [propext, Classical.choice, Quot.sound]
'NeelFerrimagnet.neel_hyperbola' depends on axioms: [propext, Classical.choice, Quot.sound]
'NeelFerrimagnet.straight_iff' depends on axioms: [propext, Classical.choice, Quot.sound]
```
